# First and second radial derivatives of r c(r,t) for diffusion to an absorbing sphere

For diffusion from a uniform start towards an absorbing sphere of radius R > 0, the concentration relative to the bulk is c(r,t) = 1 − (R/r) erfc((r − R)/√(4Dt)) at distance r ≥ R from the centre. `radial_derivatives` gives the first two derivatives of r c(r,t) with respect to r: the first is 1 + 2R/(√π √(4Dt)) · exp(−(r − R)²/(4Dt)), and the second is −R(r − R)/(√π Dt √(4Dt)) times the same Gaussian. As statements about the formula, these hold for all positive D, t and r and any real R. The proof gets the first derivative from that of erfc and then differentiates the Gaussian, for which it needs the derivative of the exponent −((r − R)/√(4Dt))². It finds that by treating the square as a product.

In Lean, a first try:

```lean
import Mathlib

open Real Filter Topology MeasureTheory

namespace RadialDerivatives

noncomputable section

/-- The complementary error function, defined as a Gaussian tail integral. -/
def erfc (x : ℝ) : ℝ := 2 / √π * ∫ u in Set.Ioi x, Real.exp (-u ^ 2)

/-- The profile formula, for `D, R, r, t > 0`. When `r ≥ R` it is the concentration, relative to the
bulk, at distance `r` from the centre of an absorbing sphere of radius `R`, a time `t` after a
uniform start, for a diffusion coefficient `D`. -/
def conc (D R r t : ℝ) : ℝ := 1 - R / r * erfc ((r - R) / √(4 * D * t))

/-- The complementary error function is one minus the normalised Gaussian integral from `0`
to `x`. -/
theorem erfc_eq (x : ℝ) : erfc x = 1 - 2 / √π * ∫ u in (0 : ℝ)..x, Real.exp (-u ^ 2) := by
  have gi : Integrable (fun u : ℝ => Real.exp (-u ^ 2)) := by
    simpa using integrable_exp_neg_mul_sq (b := 1) one_pos
  have h0 : ∫ u in Set.Ioi (0 : ℝ), Real.exp (-u ^ 2) = √π / 2 := by
    simpa using integral_gaussian_Ioi 1
  -- split the real line at `0` and at `x`
  have h1 := intervalIntegral.integral_Iic_sub_Iic (a := 0) (b := x)
    gi.integrableOn gi.integrableOn
  have h2 := intervalIntegral.integral_Iic_add_Ioi (b := x) gi.integrableOn gi.integrableOn
  have h3 := intervalIntegral.integral_Iic_add_Ioi (b := 0) gi.integrableOn gi.integrableOn
  have hI : ∫ u in Set.Ioi x, Real.exp (-u ^ 2)
      = √π / 2 - ∫ u in (0 : ℝ)..x, Real.exp (-u ^ 2) := by linarith
  have hp : √π ≠ 0 := (Real.sqrt_pos.mpr Real.pi_pos).ne'
  have h4 : 2 / √π * (√π / 2) = 1 := by field_simp
  rw [erfc, hI, mul_sub, h4]

/-- The slope of the complementary error function is minus a normalised Gaussian. -/
theorem hasDerivAt_erfc (x : ℝ) : HasDerivAt erfc (-(2 / √π * Real.exp (-x ^ 2))) x := by
  have hc : Continuous (fun u : ℝ => Real.exp (-u ^ 2)) := by fun_prop
  have h : HasDerivAt (fun y => ∫ u in (0 : ℝ)..y, Real.exp (-u ^ 2))
      (Real.exp (-x ^ 2)) x := (hc.integral_hasStrictDerivAt 0 x).hasDerivAt
  have hE : erfc = fun y => 1 - 2 / √π * ∫ u in (0 : ℝ)..y, Real.exp (-u ^ 2) :=
    funext erfc_eq
  rw [hE]
  exact (h.const_mul _).const_sub 1

/-- For `D, t, r > 0`, the first and second radial derivatives of `r c(r,t)` exist and have the
stated closed forms: one plus a multiple of a Gaussian in `r - R`, and a multiple of `r - R` times
the same Gaussian. -/
theorem radial_derivatives {D R r t : ℝ} (hD : 0 < D) (ht : 0 < t) (hr : 0 < r) :
    (∀ x, 0 < x → HasDerivAt (fun y => y * conc D R y t)
      (1 + 2 * R / (√π * √(4 * D * t)) * Real.exp (-((x - R) / √(4 * D * t)) ^ 2)) x) ∧
    HasDerivAt (deriv fun y => y * conc D R y t)
      (-(R * (r - R) / (√π * D * t * √(4 * D * t)))
        * Real.exp (-((r - R) / √(4 * D * t)) ^ 2)) r := by
  have hs2 : √(4 * D * t) ^ 2 = 4 * D * t := Real.sq_sqrt (by positivity)
  have hz : ∀ x, HasDerivAt (fun y => (y - R) / √(4 * D * t)) (1 / √(4 * D * t)) x :=
    fun x => ((hasDerivAt_id' x).sub_const R).div_const _
  have h1 : ∀ x, 0 < x → HasDerivAt (fun y => y * conc D R y t)
      (1 + 2 * R / (√π * √(4 * D * t)) * Real.exp (-((x - R) / √(4 * D * t)) ^ 2)) x := by
    intro x hx
    have h := (hasDerivAt_id' x).fun_sub
      (((hasDerivAt_erfc ((x - R) / √(4 * D * t))).comp x (hz x)).const_mul R)
    refine (h.congr_of_eventuallyEq ?_).congr_deriv (by ring)
    filter_upwards [lt_mem_nhds hx] with y hy
    change y * (1 - R / y * erfc ((y - R) / √(4 * D * t)))
      = y - R * erfc ((y - R) / √(4 * D * t))
    have hc : R / y * y = R := div_mul_cancel₀ R hy.ne'
    linear_combination (-erfc ((y - R) / √(4 * D * t))) * hc
  refine ⟨h1, ?_⟩
  -- differentiate the Gaussian once more
  have hq : HasDerivAt (fun y => -((y - R) / √(4 * D * t)) ^ 2)
      (-(2 * ((r - R) / √(4 * D * t)) * (1 / √(4 * D * t)))) r := by
    have h := ((hz r).fun_mul (hz r)).fun_neg
    convert h using 1
    · funext y
      ring
    · ring
  have hg := (hq.exp.const_mul (2 * R / (√π * √(4 * D * t)))).const_add 1
  refine (hg.congr_of_eventuallyEq ?_).congr_deriv ?_
  · filter_upwards [lt_mem_nhds hr] with x hx using (h1 x hx).deriv
  · have hinv : 1 / (D * t) = 4 / √(4 * D * t) ^ 2 := by
      rw [hs2]
      field_simp
    linear_combination (R * (r - R) / (√π * √(4 * D * t))
      * Real.exp (-((r - R) / √(4 * D * t)) ^ 2)) * hinv

end

end RadialDerivatives
```

Compiling this gives:

```
Main.lean:74:6: error: Tactic `apply` failed: could not unify the conclusion of `@funext`
  ?f = ?g
with the goal
  instAddCommGroup = normedAddCommGroup.toAddCommGroup

Note: The full type of `@funext` is
  ∀ {α : Sort ?u.453} {β : α → Sort ?u.452} {f g : (x : α) → β x}, (∀ (x : α), f x = g x) → f = g

case e'_4
D R r t : ℝ
hD : 0 < D
ht : 0 < t
hr : 0 < r
hs2 : √(4 * D * t) ^ 2 = 4 * D * t
hz : ∀ (x : ℝ), HasDerivAt (fun y => (y - R) / √(4 * D * t)) (1 / √(4 * D * t)) x
h1 :
  ∀ (x : ℝ),
    0 < x →
      HasDerivAt (fun y => y * conc D R y t) (1 + 2 * R / (√π * √(4 * D * t)) * rexp (-((x - R) / √(4 * D * t)) ^ 2)) x
h :
  HasDerivAt (fun i => -((i - R) / √(4 * D * t) * ((i - R) / √(4 * D * t))))
    (-(1 / √(4 * D * t) * ((r - R) / √(4 * D * t)) + (r - R) / √(4 * D * t) * (1 / √(4 * D * t)))) r
⊢ instAddCommGroup = normedAddCommGroup.toAddCommGroup
Main.lean:76:6: error: `ring_nf` made no progress on the goal
Main.lean:71:66: error: unsolved goals
case e'_8
D R r t : ℝ
hD : 0 < D
ht : 0 < t
hr : 0 < r
hs2 : √(4 * D * t) ^ 2 = 4 * D * t
hz : ∀ (x : ℝ), HasDerivAt (fun y => (y - R) / √(4 * D * t)) (1 / √(4 * D * t)) x
h1 :
  ∀ (x : ℝ),
    0 < x →
      HasDerivAt (fun y => y * conc D R y t) (1 + 2 * R / (√π * √(4 * D * t)) * rexp (-((x - R) / √(4 * D * t)) ^ 2)) x
h :
  HasDerivAt (fun i => -((i - R) / √(4 * D * t) * ((i - R) / √(4 * D * t))))
    (-(1 / √(4 * D * t) * ((r - R) / √(4 * D * t)) + (r - R) / √(4 * D * t) * (1 / √(4 * D * t)))) r
⊢ (fun y => -((y - R) / √(4 * D * t)) ^ 2) = fun i => -((i - R) / √(4 * D * t) * ((i - R) / √(4 * D * t)))

case e'_9
D R r t : ℝ
hD : 0 < D
ht : 0 < t
hr : 0 < r
hs2 : √(4 * D * t) ^ 2 = 4 * D * t
hz : ∀ (x : ℝ), HasDerivAt (fun y => (y - R) / √(4 * D * t)) (1 / √(4 * D * t)) x
h1 :
  ∀ (x : ℝ),
    0 < x →
      HasDerivAt (fun y => y * conc D R y t) (1 + 2 * R / (√π * √(4 * D * t)) * rexp (-((x - R) / √(4 * D * t)) ^ 2)) x
h :
  HasDerivAt (fun i => -((i - R) / √(4 * D * t) * ((i - R) / √(4 * D * t))))
    (-(1 / √(4 * D * t) * ((r - R) / √(4 * D * t)) + (r - R) / √(4 * D * t) * (1 / √(4 * D * t)))) r
⊢ -(2 * ((r - R) / √(4 * D * t)) * (1 / √(4 * D * t))) =
    -(1 / √(4 * D * t) * ((r - R) / √(4 * D * t)) + (r - R) / √(4 * D * t) * (1 / √(4 * D * t)))
```

Fix (accepted with no message):

```diff
@@ -71,8 +71,10 @@
       (-(2 * ((r - R) / √(4 * D * t)) * (1 / √(4 * D * t)))) r := by
     have h := ((hz r).fun_mul (hz r)).fun_neg
-    convert h using 1
-    · funext y
+    have hf : (fun y => -((y - R) / √(4 * D * t)) ^ 2)
+        = fun y => -((y - R) / √(4 * D * t) * ((y - R) / √(4 * D * t))) := by
+      funext y
       ring
-    · ring
+    rw [hf]
+    exact h.congr_deriv (by ring)
   have hg := (hq.exp.const_mul (2 * R / (√π * √(4 * D * t)))).const_add 1
   refine (hg.congr_of_eventuallyEq ?_).congr_deriv ?_
```

Diagnosis. The failure is in the step for the exponent's derivative. `convert h using 1` was expected to leave two goals, that the functions agree and that the derivative values agree. It also asked for the goal and `h` to agree on instances, and the first goal was `instAddCommGroup = normedAddCommGroup.toAddCommGroup`, two expressions for the additive group on ℝ. The bullets therefore met the wrong goals. `funext` failed because that equation is not between functions, and `ring` made no progress on a second goal, which the messages don't show. The two expected goals, `e'_8` and `e'_9`, were left unsolved.

The repair does without `convert`. `hf` proves that the square and the product are the same function, and `rw [hf]` puts the goal's function in the form `h` has. `h.congr_deriv (by ring)` then changes the derivative value to the one required. The instances no longer appear as goals, since `exact` checks them by unfolding definitions and finds that they agree.
